# A sum over all subsets of n labelled photons, with terms that depend only on the subset's size, is a binomial sum

Take n labelled photons and a function f that gives a natural number for each possible photon count. The lemma says that summing f(|S|) over all subsets S of the photons gives the sum over k from 0 to n of the binomial coefficient C(n, k) times f(k), since C(n, k) subsets have k members. This is pure counting: the photons enter only as n distinct labels, with no amplitudes or dynamics. The attempt takes Mathlib's general result for the subsets of a finite set, applies it to the set of all n labels, and simplifies the result to the stated form.

This version doesn't compile in Lean 4 with Mathlib:

```lean
import Mathlib

open Finset
open scoped Nat

namespace ElectronMuonDiagrams

/-- A sum over sets of photons that depends only on their number is a binomial sum. -/
lemma sum_by_card (n : ℕ) (f : ℕ → ℕ) :
    ∑ S : Finset (Fin n), f S.card = ∑ k ∈ range (n + 1), n.choose k * f k := by
  have h := Finset.sum_powerset_apply_card f (Finset.univ : Finset (Fin n))
  rw [Finset.powerset_univ, Finset.card_univ, Fintype.card_fin] at h
  simpa only [smul_eq_mul] using h

end ElectronMuonDiagrams
```

The error:

```
Main.lean:11:12: error: Function expected at
  sum_powerset_apply_card f
but this term has type
  ∑ m ∈ powerset ?m.29, f #m = ∑ m ∈ range (#?m.29 + 1), (#?m.29).choose m • f m

Note: Expected a function because this term is being applied to the argument
  (Finset.univ : Finset (Fin n))
Main.lean:10:78: error: unsolved goals
n : ℕ
f : ℕ → ℕ
⊢ ∑ S, f #S = ∑ k ∈ range (n + 1), n.choose k * f k
```

The mended proof, as a diff:

```diff
@@ -9,5 +9,8 @@
 lemma sum_by_card (n : ℕ) (f : ℕ → ℕ) :
     ∑ S : Finset (Fin n), f S.card = ∑ k ∈ range (n + 1), n.choose k * f k := by
-  have h := Finset.sum_powerset_apply_card f (Finset.univ : Finset (Fin n))
+  have h : ∑ S ∈ (Finset.univ : Finset (Fin n)).powerset, f S.card =
+      ∑ k ∈ range ((Finset.univ : Finset (Fin n)).card + 1),
+        (Finset.univ : Finset (Fin n)).card.choose k • f k :=
+    Finset.sum_powerset_apply_card f
   rw [Finset.powerset_univ, Finset.card_univ, Fintype.card_fin] at h
   simpa only [smul_eq_mul] using h
```

Diagnosis. The first message says that `sum_powerset_apply_card f` is already a proof of an equation, not a function awaiting another argument. The finite set whose subsets are summed over is an implicit argument of the lemma, shown as the unknown `?m.29`, so Lean has to infer it and it can't be passed by position as `Finset.univ` was. The second message shows the lemma's original goal still open, with no `h` among the hypotheses; it follows from the failure of the `have` line.

The repair drops the extra argument and writes out the type of `h` instead, with `Finset.univ` as the set. Matching the lemma against that type tells Lean what the implicit set is. The stated type keeps the lemma's own form, with `•` and the cardinality of `Finset.univ`, so the unchanged `rw` and `simpa` lines can then turn it into the goal.
